# A positron enhancement factor polynomial in √r grows as r³/6 in the dilute limit

The positron enhancement factor in an electron gas is given here by an explicit formula in the density parameter r, measured in Bohr radii, with integer and half-integer powers up to r³/6. The declaration `enhancement_div_cube_tendsto` states that this factor divided by r³ tends to 1/6 as r → ∞, the dilute limit. It concerns this formula alone and does not derive it from a model of the gas. The proof writes the ratio, for r > 0, as a polynomial in 1/√r with constant term 1/6, and uses the continuity of that polynomial at zero. To check the rewriting it puts r = s² with s > 0, which turns the half-integer powers of r into whole powers of s.

The first attempt, which Lean rejects:

```lean
import Mathlib

open Filter Topology Real

namespace EnhancementDivCubeTendsto

noncomputable section

/-- The positron enhancement factor as a function of the electron-gas density parameter `r ≥ 0`
(in Bohr radii). -/
def enhancement (r : ℝ) : ℝ :=
  1 + 1.23 * r + 0.8295 * r ^ (3 / 2 : ℝ) - 1.26 * r ^ 2 + 0.3286 * r ^ (5 / 2 : ℝ) + r ^ 3 / 6

/-- In terms of `s = √r ≥ 0` the enhancement factor is a polynomial of degree six. -/
theorem enhancement_sq {s : ℝ} (hs : 0 ≤ s) :
    enhancement (s ^ 2) =
      1 + 1.23 * s ^ 2 + 0.8295 * s ^ 3 - 1.26 * s ^ 4 + 0.3286 * s ^ 5 + s ^ 6 / 6 := by
  have h3 : (s ^ 2) ^ (3 / 2 : ℝ) = s ^ 3 := by
    rw [← Real.rpow_natCast s 2, ← Real.rpow_mul hs, ← Real.rpow_natCast s 3]
    congr 1
    norm_num
  have h5 : (s ^ 2) ^ (5 / 2 : ℝ) = s ^ 5 := by
    rw [← Real.rpow_natCast s 2, ← Real.rpow_mul hs, ← Real.rpow_natCast s 5]
    congr 1
    norm_num
  unfold enhancement
  rw [h3, h5]
  ring

/-- In the dilute limit the enhancement factor grows as `r³/6`. -/
theorem enhancement_div_cube_tendsto :
    Tendsto (fun r : ℝ => enhancement r / r ^ 3) atTop (𝓝 (1 / 6)) := by
  have ht : Tendsto (fun r : ℝ => (√r)⁻¹) atTop (𝓝 0) :=
    tendsto_inv_atTop_zero.comp Real.tendsto_sqrt_atTop
  -- the ratio is a polynomial in `1/√r` with constant term `1/6`
  have hp : Continuous (fun t : ℝ =>
      t ^ 6 + 1.23 * t ^ 4 + 0.8295 * t ^ 3 - 1.26 * t ^ 2 + 0.3286 * t + 1 / 6) := by
    fun_prop
  have h0 := hp.tendsto' 0 (1 / 6) (by norm_num)
  refine (h0.comp ht).congr' ?_
  filter_upwards [eventually_gt_atTop (0 : ℝ)] with r hr
  obtain ⟨s, hs, rfl⟩ : ∃ s : ℝ, 0 < s ∧ s ^ 2 = r :=
    ⟨√r, Real.sqrt_pos.2 hr, Real.sq_sqrt hr.le⟩
  have hs' : s ≠ 0 := hs.ne'
  simp only [Function.comp_apply, Real.sqrt_sq hs.le, enhancement_sq hs.le]
  field_simp
  ring

end

end EnhancementDivCubeTendsto
```

The error:

```
Main.lean:47:2: error: No goals to be solved
```

The message "No goals to be solved" points to the last line, `ring`. It means that the tactic was called when nothing was left to prove.

After the `simp only` step, the remaining goal equates a polynomial in `s⁻¹` with the enhancement factor, written as a polynomial in `s`, divided by `(s ^ 2) ^ 3`. The hypothesis `hs' : s ≠ 0` lets `field_simp` clear the denominators. The two sides then agree as polynomials, and `field_simp` closes the goal itself instead of leaving an identity for `ring` to prove. The call to `ring` therefore fails, though the algebra is right.

The diff deletes that call, and the proof ends with `field_simp`. The deletion is more than tidying, since a `ring` with no goal is an error and stops the file from compiling. The statement and the rest of the argument are unchanged.

After these edits no error is left:

```diff
@@ -45,5 +45,4 @@
   simp only [Function.comp_apply, Real.sqrt_sq hs.le, enhancement_sq hs.le]
   field_simp
-  ring
 
 end
```
